# Continuous families of idempotent matrices have constant rank on connected parameter sets

Let $n$ be a finite set labelling the orbitals, with $|n|$ elements. The occupied bands at a parameter $x$ are described by a complex matrix $P(x)$ with $P(x)^2=P(x)$, and their number is $\operatorname{rank}P(x)$. Hermiticity is not required, so oblique projectors are included. In Lean, `n` is a finite type, a projector is a `Matrix n n ℂ` with a hypothesis `P * P = P`, and continuity is that of the matrix entries.

The gap enters through the continuity of $P$. If a Hermitian Hamiltonian varies continuously and a fixed Fermi energy stays out of its spectrum, the projector onto the states below that energy is continuous. Here that continuity is a hypothesis, and no Hamiltonian appears.

```lean
import Mathlib

open Topology

namespace OccupiedBandNumber

noncomputable section

variable {n : Type*} [Fintype n] [DecidableEq n]
```

## A map from one set of bands to another

For projectors $P$ and $Q$, define the Kato map
$$W=QP+(1-Q)(1-P).$$
The first term maps the occupied space of $P$ into that of $Q$, and the second does the same for the empty spaces. A nonzero vector may be mapped to zero: for $P=\operatorname{diag}(1,0)$ and $Q=\operatorname{diag}(0,1)$ the whole map vanishes, $W=0$. For $Q$ close to $P$ this cannot happen, as shown below.

```lean
/-- The Kato map from `P` to `Q`. When both matrices are idempotent, it sends occupied states of `P`
to occupied states of `Q`, and empty states to empty states. -/
def katoMap (P Q : Matrix n n ℂ) : Matrix n n ℂ :=
  Q * P + (1 - Q) * (1 - P)
```

Since $(1-P)P=0$ and $Q(1-Q)=0$,
$$WP=QP^2=QP,\qquad QW=Q^2P=QP,$$
and therefore $WP=QW$. The proof adds suitable matrix multiples of the two idempotence equations, and `noncomm_ring` compares the results without commuting any factors.

```lean
/-- For two idempotent matrices `P` and `Q`, the Kato map intertwines `P` with `Q`. -/
theorem katoMap_intertwines {P Q : Matrix n n ℂ} (hP : P * P = P) (hQ : Q * Q = Q) :
    katoMap P Q * P = Q * katoMap P Q := by
  unfold katoMap
  linear_combination (norm := noncomm_ring) (Q - (1 - Q)) * hP + hQ * (1 - P - P)
```

When the projectors coincide,
$$W=P^2+(1-P)^2=P+(1-2P+P)=1,$$
so $\det W=1$. The determinant is a polynomial in the entries of $Q$, hence continuous, and it stays nonzero for all $Q$ in some neighbourhood of $P$. Lean writes "for all $Q$ near $P$" as `∀ᶠ Q in 𝓝 P`.

```lean
/-- If `P` is idempotent, the Kato map from `P` to `Q` has nonzero determinant for every
matrix `Q` sufficiently close to `P`. -/
theorem katoMap_det_ne_zero_nearby {P : Matrix n n ℂ} (hP : P * P = P) :
    ∀ᶠ Q in 𝓝 P, (katoMap P Q).det ≠ 0 := by
  have hc : Continuous fun Q : Matrix n n ℂ => (katoMap P Q).det :=
    ((continuous_id.mul continuous_const).add
      ((continuous_const.sub continuous_id).mul continuous_const)).matrix_det
  -- at coinciding projectors the Kato map is the identity
  have h1 : katoMap P P = 1 := by
    unfold katoMap
    linear_combination (norm := noncomm_ring) hP + hP
  have h0 : (katoMap P P).det ≠ 0 := by
    rw [h1, Matrix.det_one]
    exact one_ne_zero
  exact hc.continuousAt.eventually_ne h0
```

## From a change of frame to equal ranks

Suppose $SP=QS$ with $S$ invertible. Multiplication by an invertible matrix on either side preserves rank, so
$$\operatorname{rank}P=\operatorname{rank}(SP)=\operatorname{rank}(QS)=\operatorname{rank}Q.$$
The type `(Matrix n n ℂ)ˣ` consists of the invertible matrices; $S$ need not be unitary.

```lean
/-- Two matrices intertwined by an invertible change of frame have the same rank. -/
theorem rank_eq_of_frame_change {P Q : Matrix n n ℂ} (S : (Matrix n n ℂ)ˣ)
    (h : (S : Matrix n n ℂ) * P = Q * (S : Matrix n n ℂ)) : P.rank = Q.rank := by
  have hS : IsUnit (S : Matrix n n ℂ).det := (Matrix.isUnit_iff_isUnit_det _).1 S.isUnit
  rw [← Matrix.rank_mul_eq_right_of_isUnit_det (S : Matrix n n ℂ) P hS, h,
    Matrix.rank_mul_eq_left_of_isUnit_det (S : Matrix n n ℂ) Q hS]
```

## Carrying the relation across a connected region

Let $s$ be the parameter region, and call $a,b\in s$ related if some invertible $S$ satisfies $SP(a)=P(b)S$.

- Points $b\in s$ close to $a$ are related to it: $P(b)$ is then close to $P(a)$, and the Kato map serves as $S$.
- If $SP(a)=P(b)S$ and $TP(b)=P(c)T$, then $TSP(a)=TP(b)S=P(c)TS$.
- If $SP(a)=P(b)S$, then $S^{-1}P(b)=P(a)S^{-1}$.

The classes of related points are thus open in $s$ and partition it, and a connected $s$ has room for only one class. The lemma `hs.induction₂` supplies this last argument, and the three bullets of the proof are the three facts above. `IsPreconnected` means connected or empty, and `ContinuousOn P s` asks for continuity within $s$ only.

```lean
/-- Along a continuous family of idempotent matrices over a connected parameter region, the
projectors at any two parameters are related by an invertible change of frame. -/
theorem exists_frame_change {X : Type*} [TopologicalSpace X] {s : Set X}
    (hs : IsPreconnected s) {P : X → Matrix n n ℂ} (hc : ContinuousOn P s)
    (hP : ∀ x ∈ s, P x * P x = P x) {x y : X} (hx : x ∈ s) (hy : y ∈ s) :
    ∃ S : (Matrix n n ℂ)ˣ, (S : Matrix n n ℂ) * P x = P y * (S : Matrix n n ℂ) := by
  refine hs.induction₂
    (fun a b => ∃ S : (Matrix n n ℂ)ˣ, (S : Matrix n n ℂ) * P a = P b * (S : Matrix n n ℂ))
    ?_ ?_ ?_ hx hy
  · -- nearby projectors are related by the Kato map
    intro a ha
    have hnear := (hc a ha).eventually (katoMap_det_ne_zero_nearby (hP a ha))
    filter_upwards [hnear, self_mem_nhdsWithin] with b hb hbs
    obtain ⟨S, hS⟩ := (Matrix.isUnit_iff_isUnit_det _).2 (isUnit_iff_ne_zero.2 hb)
    refine ⟨S, ?_⟩
    rw [hS]
    exact katoMap_intertwines (hP a ha) (hP b hbs)
  · -- successive changes of frame compose
    rintro a b c _ _ _ ⟨S, hS⟩ ⟨T, hT⟩
    refine ⟨T * S, ?_⟩
    rw [Units.val_mul, mul_assoc, hS, ← mul_assoc, hT, mul_assoc]
  · -- a change of frame can be undone
    rintro a b _ _ ⟨S, hS⟩
    have h : SemiconjBy (S : Matrix n n ℂ) (P a) (P b) := hS
    exact ⟨S⁻¹, h.units_inv_symm_left⟩
```

Combined with the rank identity, this gives the same number of occupied bands at any two points of $s$.

```lean
/-- The number of occupied bands, the rank of the projector, is the same at any two points of
a connected parameter region on which the projector is continuous and idempotent. -/
theorem rank_constant_on_region {X : Type*} [TopologicalSpace X] {s : Set X}
    (hs : IsPreconnected s) {P : X → Matrix n n ℂ} (hc : ContinuousOn P s)
    (hP : ∀ x ∈ s, P x * P x = P x) {x y : X} (hx : x ∈ s) (hy : y ∈ s) :
    (P x).rank = (P y).rank := by
  obtain ⟨S, hS⟩ := exists_frame_change hs hc hP hx hy
  exact rank_eq_of_frame_change S hS
```

The interval $[0,1]$ is connected, so $\operatorname{rank}P(t)=\operatorname{rank}P(0)$ along a path. Take a non-interacting band model with finitely many orbitals, whose Hamiltonian varies continuously along the path and keeps a fixed Fermi energy out of its spectrum. The overlap matrices between occupied frames at successive points of a Berry-phase calculation are then square.

```lean
/-- Along a path of idempotent matrices that is continuous for `t` in `[0,1]`, the number of
occupied bands keeps its initial value. -/
theorem occupied_bands_constant {P : ℝ → Matrix n n ℂ}
    (hc : ContinuousOn P (Set.Icc 0 1)) (hP : ∀ t ∈ Set.Icc (0 : ℝ) 1, P t * P t = P t) :
    ∀ t ∈ Set.Icc (0 : ℝ) 1, (P t).rank = (P 0).rank := by
  intro t ht
  exact rank_constant_on_region isPreconnected_Icc hc hP ht ⟨le_rfl, zero_le_one⟩
```

The same argument covers a continuous family with $A(x)^2=1$, such as a symmetry operator of order two: $P=(1+A)/2$ is idempotent, so the multiplicities of the eigenvalues $+1$ and $-1$ stay constant on a connected region.

## A band that rotates completely

Constant rank does not mean a constant occupied space. Take the normalised two-level state with amplitudes $c=\cos(\pi t/2)$ and $s=\sin(\pi t/2)$, where $s$ now denotes a number. Its projector is
$$P(t)=\begin{pmatrix}c^2&cs\\cs&s^2\end{pmatrix}.$$

```lean
/-- The projector onto the two-level state with amplitudes `cos (π t / 2)` and
`sin (π t / 2)`. -/
def rotatingBand (t : ℝ) : Matrix (Fin 2) (Fin 2) ℂ :=
  !![Complex.cos (Real.pi / 2 * t) ^ 2,
      Complex.cos (Real.pi / 2 * t) * Complex.sin (Real.pi / 2 * t);
    Complex.cos (Real.pi / 2 * t) * Complex.sin (Real.pi / 2 * t),
      Complex.sin (Real.pi / 2 * t) ^ 2]
```

Each entry of $P^2$ is the corresponding entry of $P$ times $c^2+s^2=1$; the auxiliary statement `key` checks this entry by entry. The path starts at the projector onto the first basis state and ends at the projector onto the second.

```lean
/-- The rotating band is a continuous path of idempotent matrices that leads from the projector
onto the first basis state to the projector onto the second. -/
theorem rotatingBand_witness :
    Continuous rotatingBand ∧ (∀ t, rotatingBand t * rotatingBand t = rotatingBand t) ∧
      rotatingBand 0 = !![1, 0; 0, 0] ∧ rotatingBand 1 = !![0, 0; 0, 1] := by
  refine ⟨?_, ?_, ?_, ?_⟩
  · refine continuous_matrix ?_
    intro i j
    fin_cases i <;> fin_cases j <;> simp [rotatingBand] <;> fun_prop
  · -- idempotence is the normalisation of the amplitudes
    have key : ∀ c s : ℂ, c ^ 2 + s ^ 2 = 1 →
        !![c ^ 2, c * s; c * s, s ^ 2] * !![c ^ 2, c * s; c * s, s ^ 2]
          = !![c ^ 2, c * s; c * s, s ^ 2] := by
      intro c s h
      rw [Matrix.mul_fin_two,
        show c ^ 2 * c ^ 2 + c * s * (c * s) = c ^ 2 by linear_combination c ^ 2 * h,
        show c ^ 2 * (c * s) + c * s * s ^ 2 = c * s by linear_combination c * s * h,
        show c * s * c ^ 2 + s ^ 2 * (c * s) = c * s by linear_combination c * s * h,
        show c * s * (c * s) + s ^ 2 * s ^ 2 = s ^ 2 by linear_combination s ^ 2 * h]
    intro t
    exact key _ _ (Complex.cos_sq_add_sin_sq _)
  · simp [rotatingBand]
  · simp [rotatingBand, Complex.cos_pi_div_two, Complex.sin_pi_div_two]
```

## Fractional occupations

The matrices $t\cdot 1$ give every orbital the occupation $t$. They depend continuously on $t$, but $(t\cdot 1)^2=t^2\cdot 1$, so for $|n|\ge 1$ idempotence fails when $0<t<1$. The rank is $0$ at $t=0$ and $|n|$ at $t=1$. With at least one orbital these differ, so without idempotence continuity alone does not fix the rank.

```lean
/-- The uniform occupation `t • 1` is continuous in `t`, and its rank is zero at `t = 0` and the
full dimension at `t = 1`. For nonempty `n` these ranks differ, so idempotence cannot be dropped
from the constancy of the rank. -/
theorem fractional_occupation_rank_jumps :
    Continuous (fun t : ℝ => (t : ℂ) • (1 : Matrix n n ℂ)) ∧
      (((0 : ℝ) : ℂ) • (1 : Matrix n n ℂ)).rank = 0 ∧
      (((1 : ℝ) : ℂ) • (1 : Matrix n n ℂ)).rank = Fintype.card n := by
  refine ⟨Complex.continuous_ofReal.smul continuous_const, ?_, ?_⟩
  · rw [Complex.ofReal_zero, zero_smul, Matrix.rank_zero]
  · rw [Complex.ofReal_one, one_smul, Matrix.rank_one]

end

end OccupiedBandNumber
```

```lean
#print axioms OccupiedBandNumber.rank_constant_on_region
#print axioms OccupiedBandNumber.occupied_bands_constant
#print axioms OccupiedBandNumber.fractional_occupation_rank_jumps
```

```
'OccupiedBandNumber.rank_constant_on_region' depends on axioms: [propext, Classical.choice, Quot.sound]
'OccupiedBandNumber.occupied_bands_constant' depends on axioms: [propext, Classical.choice, Quot.sound]
'OccupiedBandNumber.fractional_occupation_rank_jumps' depends on axioms: [propext, Classical.choice, Quot.sound]
```
